# The derivative of an ultrasoft level for moving projectors and a fixed $H_0$

## A displaced atom carries its projectors along

In an ultrasoft pseudopotential calculation, each atom contributes localized projector functions $b_i$. They enter both the Hamiltonian and the overlap operator that defines normalization. When an atom is displaced by an amount $u$, the projectors move, and a one-electron level $e(u)$ shifts. What is its slope, and does one need the derivative of the wavefunction to find it?

Take

$$H(u)=H_0+\sum_{ij}D_{ij}(u)\,|b_i(u)\rangle\langle b_j(u)|,\qquad S(u)=1+\sum_{ij}q_{ij}\,|b_i(u)\rangle\langle b_j(u)|,$$

with $H(u)\psi(u)=e(u)S(u)\psi(u)$. The coefficients $D_{ij}$ are the nonlocal strengths. They depend on $u$ because they include integrals of the local potential with the augmentation functions, which move with the atom. The $q_{ij}$ are integrated augmentation charges. They are kept constant because the augmentation functions move rigidly with the atom, which leaves their integrals unchanged. The operator $H_0$ is also kept constant, so the local potential is frozen.

## The slope and what it requires

Write a prime for the derivative at the reference geometry $u_0$. Let $H_0$, $q$ and $D(u_0)$ be Hermitian, and let $D$ and the $b_i$ be differentiable at $u_0$. If $\psi$ is continuous at $u_0$ and $\langle\psi,S\psi\rangle=1$ there, then

$$e'=\sum_{ij}D'_{ij}\langle\psi,b_i\rangle\langle b_j,\psi\rangle+2\,\mathrm{Re}\sum_{ij}(D_{ij}-e\,q_{ij})\langle\psi,b'_i\rangle\langle b_j,\psi\rangle,$$

with everything on the right taken at $u_0$. No $\psi'$ appears.

This is `hasDerivAt_level`. Its ingredients translate as follows.

- `E` is a complex inner product space, with the inner product conjugate-linear in the first slot. The finite type `ι` labels the projectors.
- `H0` is a linear map on all of `E`, and `IsSymmetric` says that it is Hermitian. This fits a fixed plane-wave basis; a kinetic-energy operator defined only on part of `E` is not covered.
- `q` and `D u₀` are Hermitian matrices. `D'` and `b'` are the derivatives of the coefficients and projectors at `u₀`.
- `heig` is the eigenvalue equation at every `u`, with real `e u`. `hnorm` is the normalization, needed only at `u₀`.
- `hψ` asks only that the state be continuous at `u₀`. This rules out a jump of phase there and, at a degeneracy, a jump between branches; the existence of a continuous choice is assumed.

Differentiability of the level is a conclusion. It is stated for $e$ viewed as a complex-valued function.

This is a Hellmann–Feynman formula for a restricted motion, in which $H_0$ is frozen. When a real atom is displaced, its own local potential moves too and the electrons respond self-consistently. The full slope of the level then also contains the expectation value of the change in $H_0$. Both that change and $D'$ then include the response of the electron density, which this formula does not supply. The total-energy force needs further terms.

## Comparing two geometries

Let subscripts $0$ and $v$ denote the geometries $u_0$ and $v$, and write $P_c[b]=\sum_{ij}c_{ij}|b_i\rangle\langle b_j|$. Pair the equation at $u_0$ with $\psi_v$, using Hermiticity to move the operators to the right, and pair the equation at $v$ with $\psi_0$:

$$\langle\psi_0,H_0\psi_v\rangle+\langle\psi_0,P_{D_0}[b_0]\psi_v\rangle=e_0\langle\psi_0,\psi_v\rangle+e_0\langle\psi_0,P_q[b_0]\psi_v\rangle,$$

$$\langle\psi_0,H_0\psi_v\rangle+\langle\psi_0,P_{D_v}[b_v]\psi_v\rangle=e_v\langle\psi_0,S_v\psi_v\rangle.$$

Subtract the first from the second, so that $H_0$ cancels. Then add $e_0\langle\psi_0,P_q[b_0]\psi_v\rangle$ to both sides and subtract $e_0\langle\psi_0,P_q[b_v]\psi_v\rangle$ from both sides:

$$(e_v-e_0)\langle\psi_0,S_v\psi_v\rangle=\langle\psi_0,P_{D_v-e_0q}[b_v]\psi_v\rangle-\langle\psi_0,P_{D_0-e_0q}[b_0]\psi_v\rangle.$$

This is exact for any displacement.

## Taking the limit without differentiating the state

Put $c(v)=D(v)-e_0q$ and $f_{ij}(v)=c_{ij}(v)\langle\psi_0,b_i(v)\rangle$. On the right of the identity, the difference of the two $ij$ terms splits as

$$[f_{ij}(v)-f_{ij}(u_0)]\langle b_j(v),\psi_v\rangle+f_{ij}(u_0)\langle b_j(v)-b_j(u_0),\psi_v\rangle.$$

Divide by $v-u_0$ and let $v\to u_0$. The state occurs only as $\psi_v$, never as a difference, so continuity suffices. Since $c'=D'$, the limit is

$$\sum_{ij}\Big[D'_{ij}\langle\psi,b_i\rangle\langle b_j,\psi\rangle+c_{ij}\langle\psi,b'_i\rangle\langle b_j,\psi\rangle+c_{ij}\langle\psi,b_i\rangle\langle b'_j,\psi\rangle\Big].$$

Conjugating the second sum and exchanging $i$ and $j$ gives the third, because $c(u_0)$ is Hermitian. Together they are twice a real part. On the left, $\langle\psi_0,S_v\psi_v\rangle\to1$, so dividing by it leaves the limit unchanged and gives the formula.

## A slope produced by the overlap alone

As an algebraic check, take the one-dimensional state space $\mathbb C$ with $H_0=4$, $D=0$, $q=3$, $b(u)=u$ and the constant state $\psi=1/2$. The projector here changes its length, so this is not a model of a rigidly displaced atom. Then $e(u)=4/(1+3u^2)$. At $u=1$ the state is normalized, since $\tfrac14(1+3)=1$, and $e=1$. The formula gives

$$e'=2(0-1\cdot3)\cdot\tfrac12\cdot\tfrac12=-\tfrac32,$$

in agreement with direct differentiation. Without the term $-e\,q$ the predicted slope would be zero.

## The Lean file

```lean
import Mathlib

open Filter Topology
open scoped InnerProductSpace ComplexConjugate

namespace UltrasoftLatticeDynamics

noncomputable section

variable {E ι : Type*} [NormedAddCommGroup E] [InnerProductSpace ℂ E] [Fintype ι]

/-- The separable operator `∑ c_ij |b_i⟩⟨b_j|` acting on a state `x`. -/
def projectorOp (c : Matrix ι ι ℂ) (b : ι → E) (x : E) : E :=
  ∑ i, ∑ j, (c i j * ⟪b j, x⟫_ℂ) • b i

/-- The ultrasoft Hamiltonian `H = H0 + ∑ D_ij |b_i⟩⟨b_j|` acting on a state `x`. -/
def hamiltonian (H0 : E →ₗ[ℂ] E) (D : Matrix ι ι ℂ) (b : ι → E) (x : E) : E :=
  H0 x + projectorOp D b x

/-- The ultrasoft overlap operator `S = 1 + ∑ q_ij |b_i⟩⟨b_j|` acting on a state `x`. -/
def overlap (q : Matrix ι ι ℂ) (b : ι → E) (x : E) : E :=
  x + projectorOp q b x

/-- Matrix elements of the separable operator are sums of products of projections. -/
theorem inner_projectorOp (c : Matrix ι ι ℂ) (b : ι → E) (y x : E) :
    ⟪y, projectorOp c b x⟫_ℂ = ∑ i, ∑ j, c i j * ⟪y, b i⟫_ℂ * ⟪b j, x⟫_ℂ := by
  simp only [projectorOp, inner_sum, inner_smul_right]
  refine Finset.sum_congr rfl fun i _ => Finset.sum_congr rfl fun j _ => ?_
  ring

/-- With Hermitian coefficients the separable operator is symmetric. -/
theorem projectorOp_symm {c : Matrix ι ι ℂ} (hc : c.IsHermitian) (b : ι → E) (y x : E) :
    ⟪projectorOp c b y, x⟫_ℂ = ⟪y, projectorOp c b x⟫_ℂ := by
  rw [← inner_conj_symm (projectorOp c b y) x, inner_projectorOp, inner_projectorOp]
  simp only [map_sum, map_mul, inner_conj_symm]
  rw [Finset.sum_comm]
  refine Finset.sum_congr rfl fun i _ => Finset.sum_congr rfl fun j _ => ?_
  have h : conj (c j i) = c i j := hc.apply i j
  rw [h]
  ring

/-- Exact identity for the level difference multiplied by the cross-overlap `⟨ψ₀, S₁ ψ₁⟩`, for
solutions at two geometries with the same symmetric `H0` and Hermitian `q`, the first having
Hermitian `D₀`: only the separable operators with coefficients `D - e₀ q` contribute. -/
theorem level_difference {H0 : E →ₗ[ℂ] E} (hH0 : H0.IsSymmetric) {D₀ D₁ q : Matrix ι ι ℂ}
    (hD : D₀.IsHermitian) (hq : q.IsHermitian) {b₀ b₁ : ι → E} {ψ₀ ψ₁ : E} {e₀ e₁ : ℝ}
    (h₀ : hamiltonian H0 D₀ b₀ ψ₀ = (e₀ : ℂ) • overlap q b₀ ψ₀)
    (h₁ : hamiltonian H0 D₁ b₁ ψ₁ = (e₁ : ℂ) • overlap q b₁ ψ₁) :
    ((e₁ : ℂ) - e₀) * ⟪ψ₀, overlap q b₁ ψ₁⟫_ℂ =
      ⟪ψ₀, projectorOp (D₁ - (e₀ : ℂ) • q) b₁ ψ₁⟫_ℂ
        - ⟪ψ₀, projectorOp (D₀ - (e₀ : ℂ) • q) b₀ ψ₁⟫_ℂ := by
  have split : ∀ (D : Matrix ι ι ℂ) (b : ι → E),
      ⟪ψ₀, projectorOp (D - (e₀ : ℂ) • q) b ψ₁⟫_ℂ =
        ⟪ψ₀, projectorOp D b ψ₁⟫_ℂ - e₀ * ⟪ψ₀, projectorOp q b ψ₁⟫_ℂ := by
    intro D b
    simp only [inner_projectorOp, Matrix.sub_apply, Matrix.smul_apply, smul_eq_mul, sub_mul,
      Finset.sum_sub_distrib, Finset.mul_sum, mul_assoc]
  -- project each eigenvalue equation on the other state
  have k₀ := congrArg (fun x => ⟪x, ψ₁⟫_ℂ) h₀
  have k₁ := congrArg (fun x => ⟪ψ₀, x⟫_ℂ) h₁
  simp only [hamiltonian, overlap, inner_add_left, inner_smul_left, Complex.conj_ofReal,
    projectorOp_symm hD, projectorOp_symm hq, hH0 ψ₀ ψ₁] at k₀
  simp only [hamiltonian, overlap, inner_add_right, inner_smul_right] at k₁
  rw [split, split, overlap, inner_add_right]
  linear_combination k₀ - k₁

/-- Limit at `u₀` of the difference quotient of a separable operator whose coefficients and
projectors are differentiable, taken between a fixed state `y` and a state `ψ` that is continuous at
`u₀`. -/
theorem projectorOp_slope {c : ℝ → Matrix ι ι ℂ} {c' : Matrix ι ι ℂ} {b : ℝ → ι → E}
    {b' : ι → E} {ψ : ℝ → E} {u₀ : ℝ} (y : E)
    (hc : ∀ i j, HasDerivAt (fun u => c u i j) (c' i j) u₀)
    (hb : ∀ i, HasDerivAt (fun u => b u i) (b' i) u₀) (hψ : ContinuousAt ψ u₀) :
    Tendsto (fun v => (v - u₀)⁻¹ • (⟪y, projectorOp (c v) (b v) (ψ v)⟫_ℂ
        - ⟪y, projectorOp (c u₀) (b u₀) (ψ v)⟫_ℂ)) (𝓝[≠] u₀)
      (𝓝 (∑ i, ∑ j, ((c' i j * ⟪y, b u₀ i⟫_ℂ + c u₀ i j * ⟪y, b' i⟫_ℂ) * ⟪b u₀ j, ψ u₀⟫_ℂ
        + c u₀ i j * ⟪y, b u₀ i⟫_ℂ * ⟪b' j, ψ u₀⟫_ℂ))) := by
  have hψt : Tendsto ψ (𝓝[≠] u₀) (𝓝 (ψ u₀)) := hψ.tendsto.mono_left nhdsWithin_le_nhds
  simp only [inner_projectorOp, ← Finset.sum_sub_distrib, Finset.smul_sum]
  refine tendsto_finsetSum _ fun i _ => tendsto_finsetSum _ fun j _ => ?_
  have hy : HasDerivAt (fun v => ⟪y, b v i⟫_ℂ) ⟪y, b' i⟫_ℂ u₀ := by
    simpa using (hasDerivAt_const u₀ y).inner ℂ (hb i)
  have hbt : Tendsto (fun v => b v j) (𝓝[≠] u₀) (𝓝 (b u₀ j)) :=
    (hb j).continuousAt.tendsto.mono_left nhdsWithin_le_nhds
  -- discrete product rule: the state itself is never differentiated
  have h := (((hc i j).fun_mul hy).tendsto_slope.mul (hbt.inner (𝕜 := ℂ) hψt)).add
    (((hb j).tendsto_slope.inner (𝕜 := ℂ) hψt).const_mul (c u₀ i j * ⟪y, b u₀ i⟫_ℂ))
  refine Tendsto.congr (fun v => ?_) h
  simp only [slope, vsub_eq_sub, ← Complex.coe_smul, inner_smul_left,
    inner_sub_left, Complex.conj_ofReal, smul_eq_mul]
  ring

/-- For Hermitian coefficients the two terms with a displaced projector add up to twice the
real part of one of them. -/
theorem projector_terms_real {c : Matrix ι ι ℂ} (hc : c.IsHermitian) (b b' : ι → E) (x : E) :
    (∑ i, ∑ j, c i j * ⟪x, b' i⟫_ℂ * ⟪b j, x⟫_ℂ)
      + ∑ i, ∑ j, c i j * ⟪x, b i⟫_ℂ * ⟪b' j, x⟫_ℂ =
      ((2 * (∑ i, ∑ j, c i j * ⟪x, b' i⟫_ℂ * ⟪b j, x⟫_ℂ).re : ℝ) : ℂ) := by
  rw [← Complex.add_conj]
  congr 1
  simp only [map_sum, map_mul, inner_conj_symm]
  rw [Finset.sum_comm]
  refine Finset.sum_congr rfl fun i _ => Finset.sum_congr rfl fun j _ => ?_
  have h : conj (c i j) = c j i := hc.apply j i
  rw [h]
  ring

/-- Ultrasoft Hellmann–Feynman formula for fixed `H0` and `q`. Let `H0`, `q` and `D(u₀)` be
Hermitian, `D` and `b_i` differentiable at `u₀`, and `ψ` an eigenvector of `H ψ = e S ψ` with real
`e`, continuous at `u₀` and `S`-normalized there; then `e` is differentiable at `u₀` with the stated
derivative. -/
theorem hasDerivAt_level {H0 : E →ₗ[ℂ] E} (hH0 : H0.IsSymmetric) {q : Matrix ι ι ℂ}
    (hq : q.IsHermitian) {D : ℝ → Matrix ι ι ℂ} {D' : Matrix ι ι ℂ} {b : ℝ → ι → E}
    {b' : ι → E} {ψ : ℝ → E} {e : ℝ → ℝ} {u₀ : ℝ} (hD : (D u₀).IsHermitian)
    (hD' : ∀ i j, HasDerivAt (fun u => D u i j) (D' i j) u₀)
    (hb : ∀ i, HasDerivAt (fun u => b u i) (b' i) u₀) (hψ : ContinuousAt ψ u₀)
    (heig : ∀ u, hamiltonian H0 (D u) (b u) (ψ u) = (e u : ℂ) • overlap q (b u) (ψ u))
    (hnorm : ⟪ψ u₀, overlap q (b u₀) (ψ u₀)⟫_ℂ = 1) :
    HasDerivAt (fun u => (e u : ℂ))
      ((∑ i, ∑ j, D' i j * ⟪ψ u₀, b u₀ i⟫_ℂ * ⟪b u₀ j, ψ u₀⟫_ℂ)
        + ((2 * (∑ i, ∑ j, (D u₀ i j - e u₀ * q i j)
            * ⟪ψ u₀, b' i⟫_ℂ * ⟪b u₀ j, ψ u₀⟫_ℂ).re : ℝ) : ℂ)) u₀ := by
  have hc : (D u₀ - (e u₀ : ℂ) • q).IsHermitian := by
    refine Matrix.IsHermitian.ext fun i j => ?_
    have he : star (e u₀ : ℂ) = e u₀ := Complex.conj_ofReal _
    simp only [Matrix.sub_apply, Matrix.smul_apply, smul_eq_mul, star_sub, star_mul',
      hD.apply i j, hq.apply i j, he]
  have hF := projectorOp_slope (c := fun u => D u - (e u₀ : ℂ) • q) (c' := D') (ψ u₀)
    (fun i j => (hD' i j).sub_const ((e u₀ : ℂ) * q i j)) hb hψ
  -- the overlap between neighbouring geometries tends to one
  have hg : Tendsto (fun v => ⟪ψ u₀, overlap q (b v) (ψ v)⟫_ℂ) (𝓝[≠] u₀) (𝓝 1) := by
    have hψt : Tendsto ψ (𝓝[≠] u₀) (𝓝 (ψ u₀)) := hψ.tendsto.mono_left nhdsWithin_le_nhds
    have hbt : ∀ i, Tendsto (fun v => b v i) (𝓝[≠] u₀) (𝓝 (b u₀ i)) := fun i =>
      (hb i).continuousAt.tendsto.mono_left nhdsWithin_le_nhds
    rw [← hnorm]
    simp only [overlap, inner_add_right, inner_projectorOp]
    exact (tendsto_const_nhds.inner hψt).add (tendsto_finsetSum _ fun i _ =>
      tendsto_finsetSum _ fun j _ =>
        ((tendsto_const_nhds.inner (hbt i)).const_mul (q i j)).mul ((hbt j).inner hψt))
  have hlim := hF.div hg one_ne_zero
  have hreal := projector_terms_real hc (b u₀) b' (ψ u₀)
  simp only [Matrix.sub_apply, Matrix.smul_apply, smul_eq_mul] at hreal
  rw [← hreal, hasDerivAt_iff_tendsto_slope]
  simp only [div_one, add_mul, Finset.sum_add_distrib, Matrix.sub_apply, Matrix.smul_apply,
    smul_eq_mul, add_assoc] at hlim
  refine Tendsto.congr' ?_ hlim
  filter_upwards [hg.eventually_ne one_ne_zero] with v hv
  have hid := level_difference hH0 hD hq (heig u₀) (heig v)
  simp only [Pi.div_apply, slope, vsub_eq_sub, Complex.real_smul]
  rw [← hid, div_eq_iff hv]
  ring

/-- One-dimensional model with `H0 = 4`, `D = 0`, `q = 3`, `b(u) = u`: the constant state `1/2`
has level `4 / (1 + 3u²)`, is `S`-normalized at `u = 1`, and the level has slope `-3/2` there. -/
theorem hasDerivAt_level_witness :
    ((4 : ℂ) • (LinearMap.id : ℂ →ₗ[ℂ] ℂ)).IsSymmetric ∧
    ((3 : ℂ) • (1 : Matrix Unit Unit ℂ)).IsHermitian ∧
    (∀ u : ℝ, hamiltonian ((4 : ℂ) • LinearMap.id) (0 : Matrix Unit Unit ℂ)
        (fun _ => (u : ℂ)) (1 / 2 : ℂ) =
      ((4 / (1 + 3 * u ^ 2) : ℝ) : ℂ) •
        overlap ((3 : ℂ) • (1 : Matrix Unit Unit ℂ)) (fun _ => (u : ℂ)) (1 / 2 : ℂ)) ∧
    ⟪(1 / 2 : ℂ), overlap ((3 : ℂ) • (1 : Matrix Unit Unit ℂ))
      (fun _ => ((1 : ℝ) : ℂ)) (1 / 2 : ℂ)⟫_ℂ = 1 ∧
    HasDerivAt (fun u : ℝ => 4 / (1 + 3 * u ^ 2)) (-3 / 2) 1 := by
  refine ⟨?_, ?_, ?_, ?_, ?_⟩
  · intro x y
    simp only [LinearMap.smul_apply, LinearMap.id_apply, inner_smul_left, inner_smul_right,
      map_ofNat]
  · refine Matrix.IsHermitian.ext fun i j => ?_
    simp
  · intro u
    have h : (1 + 3 * (u : ℂ) ^ 2) ≠ 0 := by
      exact_mod_cast (by positivity : (1 + 3 * u ^ 2 : ℝ) ≠ 0)
    simp only [hamiltonian, overlap, projectorOp, Finset.univ_unique, Finset.sum_singleton,
      Matrix.zero_apply, zero_mul, add_zero, LinearMap.smul_apply,
      LinearMap.id_apply, Matrix.smul_apply, Matrix.one_apply_eq, smul_eq_mul,
      RCLike.inner_apply, Complex.conj_ofReal]
    push_cast
    rw [div_mul_eq_mul_div, eq_div_iff h]
    ring
  · simp only [overlap, projectorOp, Finset.univ_unique, Finset.sum_singleton,
      Matrix.smul_apply, Matrix.one_apply_eq, smul_eq_mul, RCLike.inner_apply,
      Complex.ofReal_one, map_one, map_div₀, map_ofNat]
    norm_num
  · have hd : HasDerivAt (fun u : ℝ => 1 + 3 * u ^ 2) 6 1 := by
      refine ((((hasDerivAt_id' (1 : ℝ)).fun_pow 2).const_mul 3).const_add 1).congr_deriv ?_
      norm_num
    refine ((hasDerivAt_const (1 : ℝ) (4 : ℝ)).fun_div hd (by norm_num)).congr_deriv ?_
    norm_num

end

end UltrasoftLatticeDynamics
```

```lean
#print axioms UltrasoftLatticeDynamics.hasDerivAt_level
```

```
'UltrasoftLatticeDynamics.hasDerivAt_level' depends on axioms: [propext, Classical.choice, Quot.sound]
```

## From the identity to the derivative in Lean

`inner_projectorOp` expands a matrix element of $P_c[b]$ into the double sum, and `projectorOp_symm` proves that the operator is symmetric when $c$ is Hermitian.

`level_difference` is the two-geometry identity. The hypotheses `k₀` and `k₁` are the two paired equations, `split` separates the $D$ and $q$ parts, and `linear_combination k₀ - k₁` carries out the subtraction.

`projectorOp_slope` takes the limit term by term. Its `h` combines the slope of $f_{ij}$ with the slope of $b_j$, exactly as in the splitting above, and the final `ring` confirms the algebra. `projector_terms_real` supplies the conjugation argument.

In `hasDerivAt_level`, `hc` shows that $D(u_0)-e_0q$ is Hermitian, `hF` is the limit of the numerator, and `hg` is the limit of the overlap. Their quotient is `hlim`. Near $u_0$ the overlap is nonzero, so `level_difference` can be divided by it, which identifies the quotient with the slope of $e$.

`hasDerivAt_level_witness` checks the one-dimensional model: Hermiticity, the eigenvalue equation for every $u$, normalization at $u=1$, and the slope, obtained there from the ordinary quotient rule.

## Augmentation charges that vary

The same argument applies if $q$ also depends differentiably on $u$ and is Hermitian at $u_0$. With $c(v)=D(v)-e_0q(v)$, the only change is that $D'_{ij}$ becomes $D'_{ij}-e\,q'_{ij}$ in the first sum. The Lean theorem treats constant $q$.
